# Selberg's Inequality for Finite Families of Nonorthogonal States

Take a unit vector \(\psi\) and list it twice as a state to test for. The squared overlaps add up to 2, although \(\|\psi\|^2=1\). Bessel's inequality, which bounds such a sum by \(\|\psi\|^2\), holds for orthonormal states; once states overlap, the same part of \(\psi\) can be counted several times.

Selberg's inequality corrects the count for any finite family of nonzero vectors \(v_i\) in a complex inner-product space:
\[
\sum_i \frac{|\langle v_i,\psi\rangle|^2}{S_i}\le\|\psi\|^2,\qquad S_i=\sum_j|\langle v_i,v_j\rangle| .
\]
In electronic structure the \(v_i\) can be nonorthogonal orbitals and \(\psi\) a one-particle state: the squared overlaps of \(\psi\) with the orbitals, each divided by that orbital's total overlap \(S_i\), sum to at most \(\|\psi\|^2\).

## States, overlaps and phases

```lean
import Mathlib

open scoped InnerProductSpace ComplexConjugate

namespace SelbergInequality

noncomputable section

variable {E ι : Type*} [NormedAddCommGroup E] [InnerProductSpace ℂ E] [Fintype ι]
```

`E` is the space of states and `ι` the finite set of labels \(i\). The space may be infinite-dimensional and need not be complete, and the vectors may be linearly dependent. The inner product `⟪x, y⟫_ℂ` is \(\langle x,y\rangle\), conjugate-linear in the first slot as in Dirac notation.

```lean
/-- The total overlap of the state `v i` with all states of the family, itself included. -/
def totalOverlap (v : ι → E) (i : ι) : ℝ := ∑ j, ‖⟪v i, v j⟫_ℂ‖
```

`totalOverlap v i` is the real number \(S_i\). The sum includes \(j=i\), which contributes \(\|v_i\|^2\). For an orthonormal family \(S_i=1\), and Selberg's inequality becomes Bessel's.

```lean
/-- For amplitudes `c`, `d` and overlap `g`, the gap between the mean intensity times `‖g‖` and the
real part of `conj c * d * g`. -/
def phaseMismatch (c d g : ℂ) : ℝ :=
  (‖c‖ ^ 2 + ‖d‖ ^ 2) / 2 * ‖g‖ - (conj c * d * g).re
```

For complex numbers \(c,d,g\), this defines
\[
m(c,d,g)=\tfrac12\left(|c|^2+|d|^2\right)|g|-\operatorname{Re}(\bar c\,d\,g).
\]
With \(c,d\) the coefficients of two states in a superposition and \(g\) their overlap, the interference term in the squared norm is \(2\operatorname{Re}(\bar c\,d\,g)\); each order of the pair contributes half of it.

```lean
/-- The real part of `conj c * d * g` never exceeds the mean of `‖c‖ ^ 2` and `‖d‖ ^ 2` times `‖g‖`.
-/
theorem phaseMismatch_nonneg (c d g : ℂ) : 0 ≤ phaseMismatch c d g := by
  have h1 := Complex.re_le_norm (conj c * d * g)
  simp only [norm_mul, RCLike.norm_conj] at h1
  unfold phaseMismatch
  nlinarith [mul_nonneg (sq_nonneg (‖c‖ - ‖d‖)) (norm_nonneg g)]
```

In a Lean theorem the variables and hypotheses come first; the conclusion stands after the colon that follows them, and the proof after `:=`. Here the conclusion is \(m\ge 0\). By hand,
\[
\operatorname{Re}(\bar c\,d\,g)\le|c||d||g|\le\tfrac12\left(|c|^2+|d|^2\right)|g|,
\]
where the second step is \((|c|-|d|)^2|g|\ge0\). The proof supplies these two facts, and `nlinarith` combines them.

```lean
/-- The mismatch vanishes exactly when the overlap carries one amplitude into the other,
up to the size of the overlap. -/
theorem phaseMismatch_eq_zero_iff (c d g : ℂ) :
    phaseMismatch c d g = 0 ↔ d * g = c * (‖g‖ : ℂ) := by
  have hn : ∀ z : ℂ, ‖z‖ ^ 2 = z.re ^ 2 + z.im ^ 2 := by
    intro z
    rw [Complex.sq_norm, Complex.normSq_apply]
    ring
  -- the mismatch is a squared modulus, up to the factor `2 ‖g‖`
  have key : ‖d * g - c * (‖g‖ : ℂ)‖ ^ 2 = 2 * ‖g‖ * phaseMismatch c d g := by
    unfold phaseMismatch
    rw [hn (d * g - c * (‖g‖ : ℂ)), hn c, hn d]
    simp only [Complex.sub_re, Complex.sub_im, Complex.mul_re, Complex.mul_im,
      Complex.ofReal_re, Complex.ofReal_im, Complex.conj_re, Complex.conj_im]
    linear_combination (-(d.re ^ 2 + d.im ^ 2)) * hn g
  constructor
  · intro h
    rw [h, mul_zero] at key
    exact sub_eq_zero.mp (norm_eq_zero.mp (pow_eq_zero_iff two_ne_zero |>.mp key))
  · intro h
    rw [h, sub_self, norm_zero] at key
    by_cases hg : g = 0
    · simp [phaseMismatch, hg]
    · have hg' : 2 * ‖g‖ ≠ 0 := mul_ne_zero two_ne_zero (norm_ne_zero_iff.mpr hg)
      have h0 : 2 * ‖g‖ * phaseMismatch c d g = 0 := by rw [← key]; norm_num
      exact (mul_eq_zero.mp h0).resolve_left hg'
```

The mismatch vanishes exactly when \(d\,g=c\,|g|\). Expanding a squared modulus gives
\[
\bigl|d g-c|g|\bigr|^2=|d|^2|g|^2+|c|^2|g|^2-2|g|\operatorname{Re}(\bar c\,d\,g)=2|g|\,m(c,d,g),
\]
which is `key`, checked in real and imaginary parts. If \(m=0\), the left side is zero. Conversely, if the left side is zero and \(g\ne0\), divide by \(2|g|\); if \(g=0\), then \(m=0\) by definition.

```lean
/-- A nonzero state has positive total overlap with the family that contains it. -/
theorem totalOverlap_pos (v : ι → E) (i : ι) (h : v i ≠ 0) : 0 < totalOverlap v i := by
  have h1 : 0 < ‖⟪v i, v i⟫_ℂ‖ := norm_pos_iff.mpr (inner_self_ne_zero.mpr h)
  exact h1.trans_le (Finset.single_le_sum (f := fun j => ‖⟪v i, v j⟫_ℂ‖)
    (fun j _ => norm_nonneg _) (Finset.mem_univ i))
```

If \(v_i\neq0\), then \(S_i\ge|\langle v_i,v_i\rangle|=\|v_i\|^2>0\), because a sum of nonnegative terms is at least any one of them.

## An exact splitting of the norm

```lean
/-- The mismatch summed over all pairs is the overlap-weighted intensity minus the squared norm
of the superposition. -/
theorem sum_phaseMismatch (v : ι → E) (c : ι → ℂ) :
    ∑ i, ∑ j, phaseMismatch (c i) (c j) ⟪v i, v j⟫_ℂ
      = ∑ i, ‖c i‖ ^ 2 * totalOverlap v i - ‖∑ i, c i • v i‖ ^ 2 := by
  have hx : ‖∑ i, c i • v i‖ ^ 2 = ∑ i, ∑ j, (conj (c i) * c j * ⟪v i, v j⟫_ℂ).re := by
    have h : ‖∑ i, c i • v i‖ ^ 2 = (⟪∑ i, c i • v i, ∑ i, c i • v i⟫_ℂ).re :=
      (inner_self_eq_norm_sq (𝕜 := ℂ) _).symm
    rw [h, sum_inner, Complex.re_sum]
    refine Finset.sum_congr rfl fun i _ => ?_
    rw [inner_sum, Complex.re_sum]
    refine Finset.sum_congr rfl fun j _ => ?_
    rw [inner_smul_left, inner_smul_right, mul_assoc]
  have hA : ∑ i, ∑ j, ‖c i‖ ^ 2 / 2 * ‖⟪v i, v j⟫_ℂ‖
      = ∑ i, ‖c i‖ ^ 2 / 2 * totalOverlap v i :=
    Finset.sum_congr rfl fun i _ => by rw [totalOverlap, Finset.mul_sum]
  -- the overlap moduli are symmetric, so both halves of the mean contribute equally
  have hB : ∑ i, ∑ j, ‖c j‖ ^ 2 / 2 * ‖⟪v i, v j⟫_ℂ‖
      = ∑ i, ‖c i‖ ^ 2 / 2 * totalOverlap v i := by
    rw [Finset.sum_comm, ← hA]
    exact Finset.sum_congr rfl fun i _ => Finset.sum_congr rfl fun j _ => by
      rw [norm_inner_symm]
  have hT : ∑ i, ‖c i‖ ^ 2 * totalOverlap v i
      = ∑ i, ‖c i‖ ^ 2 / 2 * totalOverlap v i + ∑ i, ‖c i‖ ^ 2 / 2 * totalOverlap v i := by
    rw [← Finset.sum_add_distrib]
    exact Finset.sum_congr rfl fun i _ => by ring
  simp only [phaseMismatch, add_div, add_mul, Finset.sum_sub_distrib, Finset.sum_add_distrib]
  rw [hA, hB, hT, hx]
```

Write \(x=\sum_i c_iv_i\) and \(g_{ij}=\langle v_i,v_j\rangle\). The statement is
\[
\sum_{i,j}m(c_i,c_j,g_{ij})=\sum_i|c_i|^2S_i-\|x\|^2 .
\]
The real parts, diagonal terms included, add up to \(\sum_{i,j}\operatorname{Re}(\bar c_ic_jg_{ij})=\|x\|^2\), which is `hx`. The term with \(|c_i|^2/2\) sums to \(\frac12\sum_i|c_i|^2S_i\) (`hA`). The term with \(|c_j|^2/2\) gives the same value after exchanging the sums, since \(|g_{ij}|=|g_{ji}|\) (`hB`).

```lean
/-- If `c i` times the total overlap is the amplitude of `ψ` on `v i`, then `‖ψ‖ ^ 2` splits into `∑
i, ‖c i‖ ^ 2 * totalOverlap v i`, the squared residual and the total phase mismatch. -/
theorem selberg_identity (v : ι → E) (ψ : E) (c : ι → ℂ)
    (hc : ∀ i, c i * (totalOverlap v i : ℂ) = ⟪v i, ψ⟫_ℂ) :
    ‖ψ‖ ^ 2 = ∑ i, ‖c i‖ ^ 2 * totalOverlap v i + ‖ψ - ∑ i, c i • v i‖ ^ 2
      + ∑ i, ∑ j, phaseMismatch (c i) (c j) ⟪v i, v j⟫_ℂ := by
  have h : ‖(∑ i, c i • v i) - ψ‖ ^ 2
      = ‖∑ i, c i • v i‖ ^ 2 - 2 * (⟪∑ i, c i • v i, ψ⟫_ℂ).re + ‖ψ‖ ^ 2 :=
    norm_sub_sq (𝕜 := ℂ) _ _
  have hre : (⟪∑ i, c i • v i, ψ⟫_ℂ).re = ∑ i, ‖c i‖ ^ 2 * totalOverlap v i := by
    rw [sum_inner, Complex.re_sum]
    refine Finset.sum_congr rfl fun i _ => ?_
    rw [inner_smul_left, ← hc i, ← mul_assoc, Complex.conj_mul', ← Complex.ofReal_pow,
      ← Complex.ofReal_mul, Complex.ofReal_re]
  rw [norm_sub_rev, sum_phaseMismatch]
  linarith
```

The hypothesis `hc` says \(c_iS_i=\langle v_i,\psi\rangle\). Then
\[
\|\psi\|^2=\sum_i|c_i|^2S_i+\|\psi-x\|^2+\sum_{i,j}m(c_i,c_j,g_{ij}).
\]
To derive it, set \(W=\sum_i|c_i|^2S_i\). By `hc`,
\[
\langle x,\psi\rangle=\sum_i\bar c_i\langle v_i,\psi\rangle=\sum_i\bar c_ic_iS_i=W,
\]
so \(\|\psi-x\|^2=\|x\|^2-2W+\|\psi\|^2\). The total mismatch is \(W-\|x\|^2\). Adding \(W\), the squared residual and the mismatch leaves \(\|\psi\|^2\). In the file, `h` is the expanded square, `hre` evaluates the cross term, and `linarith` does the addition.

```lean
/-- If `s` is positive and `c * s = z`, then `‖z‖ ^ 2 / s` equals `‖c‖ ^ 2 * s`. -/
theorem weight_eq {s : ℝ} (hs : 0 < s) {c z : ℂ} (h : c * (s : ℂ) = z) :
    ‖z‖ ^ 2 / s = ‖c‖ ^ 2 * s := by
  rw [← h, norm_mul, Complex.norm_real, Real.norm_of_nonneg hs.le, div_eq_iff hs.ne']
  ring
```

If \(s>0\) and \(cs=z\), then \(|z|^2/s=|c|^2s\). With \(s=S_i\) and \(z=\langle v_i,\psi\rangle\), this turns \(W\) into the left side of Selberg's inequality.

## The bound and when it is attained

```lean
/-- **Selberg inequality**: for nonzero vectors `v i` all total overlaps are positive, and the
squared overlaps with `ψ` divided by them sum to at most `‖ψ‖ ^ 2`. -/
theorem selberg_inequality (v : ι → E) (hv : ∀ i, v i ≠ 0) (ψ : E) :
    (∀ i, 0 < totalOverlap v i) ∧
      ∑ i, ‖⟪v i, ψ⟫_ℂ‖ ^ 2 / (∑ j, ‖⟪v i, v j⟫_ℂ‖) ≤ ‖ψ‖ ^ 2 := by
  have hS := fun i => totalOverlap_pos v i (hv i)
  refine ⟨hS, ?_⟩
  have hc : ∀ i, ⟪v i, ψ⟫_ℂ / (totalOverlap v i : ℂ) * (totalOverlap v i : ℂ) = ⟪v i, ψ⟫_ℂ :=
    fun i => div_mul_cancel₀ _ (Complex.ofReal_ne_zero.mpr (hS i).ne')
  have hid := selberg_identity v ψ (fun i => ⟪v i, ψ⟫_ℂ / (totalOverlap v i : ℂ)) hc
  have hW := Finset.sum_congr (rfl : (Finset.univ : Finset ι) = Finset.univ)
    fun i _ => weight_eq (hS i) (hc i)
  change ∑ i, ‖⟪v i, ψ⟫_ℂ‖ ^ 2 / totalOverlap v i ≤ ‖ψ‖ ^ 2
  rw [hW, hid]
  -- the residual and the mismatch are both nonnegative
  have hD := Finset.sum_nonneg fun i (_ : i ∈ (Finset.univ : Finset ι)) =>
    Finset.sum_nonneg fun j (_ : j ∈ (Finset.univ : Finset ι)) =>
      phaseMismatch_nonneg (⟪v i, ψ⟫_ℂ / (totalOverlap v i : ℂ))
        (⟪v j, ψ⟫_ℂ / (totalOverlap v j : ℂ)) ⟪v i, v j⟫_ℂ
  rw [add_assoc]
  exact le_add_of_nonneg_right (add_nonneg (sq_nonneg _) hD)
```

The hypothesis `hv` says that every \(v_i\) is nonzero. The conclusion has two parts, joined by `∧`: every \(S_i\) is positive, and the inequality holds. Neither \(\psi\) nor the \(v_i\) need be normalised. When both vectors have unit norm, \(|\langle v_i,\psi\rangle|^2\) is the probability of finding \(\psi\) in the state \(v_i\); for other nonzero vectors that probability is \(|\langle v_i,\psi\rangle|^2/(\|v_i\|^2\|\psi\|^2)\).

By hand, choose \(c_i=\langle v_i,\psi\rangle/S_i\), which is allowed because \(S_i>0\). The splitting reads \(\|\psi\|^2=W+(\text{squared residual})+(\text{total mismatch})\), and the last two terms are nonnegative. Hence \(W\le\|\psi\|^2\). The proof follows this order: `hc` checks the choice, `hid` is the splitting, `hW` rewrites the weights, and `hD` gives the sign of the mismatch.

The hypothesis matters for the first part: a family consisting of the zero vector alone has \(S_1=0\), and its weight would be \(0/0\). Lean sets this quotient to 0, so the inequality alone would not reveal the problem; the positivity statement confirms that under `hv` no denominator is zero.

```lean
/-- For nonzero states the total overlaps are positive, and the Selberg bound is attained exactly
by superpositions whose amplitudes are matched by the overlaps of every pair. -/
theorem selberg_equality_iff (v : ι → E) (hv : ∀ i, v i ≠ 0) (ψ : E) :
    (∀ i, 0 < totalOverlap v i) ∧
      (∑ i, ‖⟪v i, ψ⟫_ℂ‖ ^ 2 / totalOverlap v i = ‖ψ‖ ^ 2 ↔
        ∃ a : ι → ℂ, ψ = ∑ i, a i • v i ∧
          ∀ i j, a j * ⟪v i, v j⟫_ℂ = a i * (‖⟪v i, v j⟫_ℂ‖ : ℂ)) := by
  have hS := fun i => totalOverlap_pos v i (hv i)
  refine ⟨hS, ?_, ?_⟩
  · intro heq
    obtain ⟨c, hc⟩ : ∃ c : ι → ℂ, ∀ i, c i * (totalOverlap v i : ℂ) = ⟪v i, ψ⟫_ℂ :=
      ⟨fun i => ⟪v i, ψ⟫_ℂ / (totalOverlap v i : ℂ),
        fun i => div_mul_cancel₀ _ (Complex.ofReal_ne_zero.mpr (hS i).ne')⟩
    have hid := selberg_identity v ψ c hc
    rw [Finset.sum_congr rfl fun i _ => weight_eq (hS i) (hc i)] at heq
    have hrow : ∀ i ∈ (Finset.univ : Finset ι),
        0 ≤ ∑ j, phaseMismatch (c i) (c j) ⟪v i, v j⟫_ℂ :=
      fun i _ => Finset.sum_nonneg fun j _ => phaseMismatch_nonneg _ _ _
    have hD := Finset.sum_nonneg hrow
    have hR := sq_nonneg ‖ψ - ∑ i, c i • v i‖
    -- equality forces both remainders to vanish
    have hR0 : ‖ψ - ∑ i, c i • v i‖ ^ 2 = 0 := by linarith
    have hD0 : ∑ i, ∑ j, phaseMismatch (c i) (c j) ⟪v i, v j⟫_ℂ = 0 := by linarith
    refine ⟨c, sub_eq_zero.mp (norm_eq_zero.mp (pow_eq_zero_iff two_ne_zero |>.mp hR0)), ?_⟩
    intro i j
    have hi := (Finset.sum_eq_zero_iff_of_nonneg hrow).mp hD0 i (Finset.mem_univ i)
    exact (phaseMismatch_eq_zero_iff _ _ _).mp ((Finset.sum_eq_zero_iff_of_nonneg
      fun j _ => phaseMismatch_nonneg _ _ _).mp hi j (Finset.mem_univ j))
  · rintro ⟨a, hψ, ha⟩
    have hc : ∀ i, a i * (totalOverlap v i : ℂ) = ⟪v i, ψ⟫_ℂ := by
      intro i
      rw [hψ, inner_sum, totalOverlap, Complex.ofReal_sum, Finset.mul_sum]
      exact Finset.sum_congr rfl fun j _ => by rw [inner_smul_right, ha i j]
    have hid := selberg_identity v ψ a hc
    have hD0 : ∑ i, ∑ j, phaseMismatch (a i) (a j) ⟪v i, v j⟫_ℂ = 0 :=
      Finset.sum_eq_zero fun i _ => Finset.sum_eq_zero fun j _ =>
        (phaseMismatch_eq_zero_iff _ _ _).mpr (ha i j)
    have hR0 : ‖ψ - ∑ i, a i • v i‖ ^ 2 = 0 := by
      rw [sub_eq_zero.mpr hψ, norm_zero]
      norm_num
    rw [Finset.sum_congr rfl fun i _ => weight_eq (hS i) (hc i)]
    linarith
```

Equality holds exactly when there are coefficients \(a_i\) with
\[
\psi=\sum_i a_iv_i,\qquad a_j\langle v_i,v_j\rangle=a_i|\langle v_i,v_j\rangle|\quad\text{for all }i,j.
\]
For an orthogonal pair the second condition is empty. For an overlapping pair it forces \(|a_i|=|a_j|\) and, if these are nonzero, fixes the relative phase so that the interference is fully constructive.

Suppose equality holds. In the splitting, two nonnegative terms then add to zero, so each vanishes (`hR0`, `hD0`). The first gives \(\psi=\sum_i c_iv_i\). The second is a sum of nonnegative mismatches, so each one is zero, and the criterion for zero mismatch gives the pair condition with \(a_i=c_i\).

Conversely, given such \(a_i\),
\[
\langle v_i,\psi\rangle=\sum_j a_j\langle v_i,v_j\rangle=a_i\sum_j|\langle v_i,v_j\rangle|=a_iS_i .
\]
The splitting therefore applies with \(c_i=a_i\), both remainders vanish, and equality follows.

## Bounds on the unweighted sum

```lean
/-- If no total overlap of a nonempty family exceeds `M`, its squared overlaps with `ψ` sum to at
most `M * ‖ψ‖ ^ 2`. -/
theorem bombieri_inequality [Nonempty ι] (v : ι → E) (ψ : E) (M : ℝ)
    (hM : ∀ i, totalOverlap v i ≤ M) : ∑ i, ‖⟪v i, ψ⟫_ℂ‖ ^ 2 ≤ M * ‖ψ‖ ^ 2 := by
  have hS : ∀ i, 0 ≤ totalOverlap v i := fun i => Finset.sum_nonneg fun j _ => norm_nonneg _
  have hM0 : 0 ≤ M := (hS (Classical.arbitrary ι)).trans (hM _)
  have hex : ∀ i, ∃ c : ℂ, c * (totalOverlap v i : ℂ) = ⟪v i, ψ⟫_ℂ := by
    intro i
    by_cases h : v i = 0
    · exact ⟨0, by rw [h, inner_zero_left, zero_mul]⟩
    · exact ⟨_, div_mul_cancel₀ _ (Complex.ofReal_ne_zero.mpr (totalOverlap_pos v i h).ne')⟩
  choose c hc using hex
  have hid := selberg_identity v ψ c hc
  have hD : 0 ≤ ∑ i, ∑ j, phaseMismatch (c i) (c j) ⟪v i, v j⟫_ℂ :=
    Finset.sum_nonneg fun i _ => Finset.sum_nonneg fun j _ => phaseMismatch_nonneg _ _ _
  have hW : ∑ i, ‖c i‖ ^ 2 * totalOverlap v i ≤ ‖ψ‖ ^ 2 := by
    linarith [sq_nonneg ‖ψ - ∑ i, c i • v i‖]
  refine le_trans ?_ (mul_le_mul_of_nonneg_left hW hM0)
  rw [Finset.mul_sum]
  refine Finset.sum_le_sum fun i _ => ?_
  rw [← hc i, norm_mul, Complex.norm_real, Real.norm_of_nonneg (hS i)]
  have h := mul_le_mul_of_nonneg_left (hM i) (mul_nonneg (sq_nonneg ‖c i‖) (hS i))
  linarith
```

If \(S_i\le M\) for every \(i\), then \(\sum_i|\langle v_i,\psi\rangle|^2\le M\|\psi\|^2\). Zero vectors are allowed here: for them the proof takes \(c_i=0\), and otherwise it takes the same quotient as before. Then
\[
\sum_i|\langle v_i,\psi\rangle|^2=\sum_i|c_i|^2S_i^2\le M\sum_i|c_i|^2S_i\le M\|\psi\|^2 .
\]
The last step uses \(M\ge0\), which follows from \(0\le S_i\le M\) for some label \(i\). This is the role of `[Nonempty ι]`. With no labels, \(M=-1\) would satisfy the hypothesis vacuously, and the conclusion \(0\le-\|\psi\|^2\) fails for \(\psi\ne0\).

```lean
/-- For `n ≥ 1` unit vectors with pairwise overlaps of modulus at most `μ`, the squared overlaps
with `ψ` sum to at most `(1 + (n - 1) * μ) * ‖ψ‖ ^ 2`. -/
theorem coherence_bound [Nonempty ι] (v : ι → E) (ψ : E) (μ : ℝ) (hv : ∀ i, ‖v i‖ = 1)
    (hμ : ∀ i j, i ≠ j → ‖⟪v i, v j⟫_ℂ‖ ≤ μ) :
    ∑ i, ‖⟪v i, ψ⟫_ℂ‖ ^ 2 ≤ (1 + ((Fintype.card ι : ℝ) - 1) * μ) * ‖ψ‖ ^ 2 := by
  classical
  refine bombieri_inequality v ψ _ fun i => ?_
  -- the diagonal overlap is at most one, every other overlap at most `μ`
  have h : totalOverlap v i ≤ ∑ j, ((if j = i then 1 - μ else 0) + μ) := by
    refine Finset.sum_le_sum fun j _ => ?_
    by_cases hj : j = i
    · have h1 := norm_inner_le_norm (𝕜 := ℂ) (v i) (v j)
      rw [hv i, hv j] at h1
      rw [if_pos hj]
      linarith
    · rw [if_neg hj, zero_add]
      exact hμ i j (Ne.symm hj)
  refine h.trans (le_of_eq ?_)
  rw [Finset.sum_add_distrib, Finset.sum_ite_eq' Finset.univ i, if_pos (Finset.mem_univ i),
    Finset.sum_const, Finset.card_univ, nsmul_eq_mul]
  ring

end

end SelbergInequality
```

For \(n\ge1\) unit vectors whose pairwise overlaps have modulus at most \(\mu\),
\[
\sum_i|\langle v_i,\psi\rangle|^2\le\bigl(1+(n-1)\mu\bigr)\|\psi\|^2 .
\]
Each \(S_i\) contains one diagonal term equal to 1 and \(n-1\) terms of at most \(\mu\), so the previous bound applies with \(M=1+(n-1)\mu\). The `if` in the proof separates the diagonal term from the others. In the opening example \(n=2\) and \(\mu=1\), and the bound 2 is attained.

The bound can fail for vectors of norm above 1: for \(n=1\), a unit vector \(\psi\) and \(v_1=2\psi\), the left side is 4 and the right side is 1.

```lean
#print axioms SelbergInequality.selberg_inequality
-- 'SelbergInequality.selberg_inequality' depends on axioms: [propext, Classical.choice, Quot.sound]
#print axioms SelbergInequality.selberg_equality_iff
-- 'SelbergInequality.selberg_equality_iff' depends on axioms: [propext, Classical.choice, Quot.sound]
#print axioms SelbergInequality.coherence_bound
-- 'SelbergInequality.coherence_bound' depends on axioms: [propext, Classical.choice, Quot.sound]
```
